# Half the distortion angle gives an eigenvector of the linear E ⊗ e Jahn–Teller Hamiltonian

In the linear E ⊗ e Jahn–Teller model, two electronic states are coupled linearly to a two-dimensional distortion (x, y) with a harmonic energy. In the real electronic basis used here, the Hamiltonian at a fixed distortion is the 2 × 2 matrix (k/2)(x² + y²)·1 + g·M, where M has rows (x, y) and (y, −x). The theorem `groundState_eigenvector` takes x = r cos φ and y = r sin φ with r ≥ 0, and any real force constant k and coupling g. It states that the vector (−sin(φ/2), cos(φ/2)) is normalised and is an eigenvector of this matrix with eigenvalue kr²/2 − gr, which is the lower of the two energies when g ≥ 0. The attempt gets the norm from sin² + cos² = 1, and treats the eigenvalue equation one component at a time, using the subtraction formulas for φ − φ/2.

As first written in Lean, the proof fails:

```lean
import Mathlib

open Matrix

namespace JahnTellerEe

noncomputable section

/-- The linear E x e vibronic Hamiltonian at distortion `(x, y)`, with force constant `k`
and vibronic coupling `g`. -/
def vibronic (k g x y : ℝ) : Matrix (Fin 2) (Fin 2) ℝ :=
  (k / 2 * (x ^ 2 + y ^ 2)) • (1 : Matrix (Fin 2) (Fin 2) ℝ) + g • !![x, y; y, -x]

/-- The distortion amplitude, the distance of `(x, y)` from the undistorted geometry. -/
def radius (x y : ℝ) : ℝ := Real.sqrt (x ^ 2 + y ^ 2)

/-- The adiabatic potential sheet with the term `-g * radius x y`; it is the lower sheet when `0 ≤
g`. -/
def lowerSheet (k g x y : ℝ) : ℝ := k * radius x y ^ 2 / 2 - g * radius x y

/-- The real electronic state with mixing angle `φ / 2`. -/
def groundState (φ : ℝ) : Fin 2 → ℝ := ![-Real.sin (φ / 2), Real.cos (φ / 2)]

/-- In polar coordinates the distortion amplitude is the radial coordinate. -/
lemma radius_polar {r : ℝ} (hr : 0 ≤ r) (φ : ℝ) :
    radius (r * Real.cos φ) (r * Real.sin φ) = r := by
  have h : (r * Real.cos φ) ^ 2 + (r * Real.sin φ) ^ 2 = r ^ 2 := by
    linear_combination r ^ 2 * Real.sin_sq_add_cos_sq φ
  rw [radius, h, Real.sqrt_sq hr]

/-- At distortion angle `φ` the state with mixing angle `φ / 2` is normalised and is an eigenvector
of the vibronic Hamiltonian whose eigenvalue is the value of `lowerSheet`. -/
theorem groundState_eigenvector (k g φ : ℝ) {r : ℝ} (hr : 0 ≤ r) :
    groundState φ ⬝ᵥ groundState φ = 1 ∧
    vibronic k g (r * Real.cos φ) (r * Real.sin φ) *ᵥ groundState φ
      = lowerSheet k g (r * Real.cos φ) (r * Real.sin φ) • groundState φ := by
  constructor
  · simp [groundState, dotProduct, Fin.sum_univ_succ]
    linear_combination Real.sin_sq_add_cos_sq (φ / 2)
  · have hP := Real.sin_sq_add_cos_sq φ
    -- subtraction formulas for the angle φ - φ / 2
    have hA : Real.sin φ * Real.cos (φ / 2) - Real.cos φ * Real.sin (φ / 2)
        = Real.sin (φ / 2) := by
      rw [← Real.sin_sub]
      congr 1
      ring
    have hB : Real.cos φ * Real.cos (φ / 2) + Real.sin φ * Real.sin (φ / 2)
        = Real.cos (φ / 2) := by
      rw [← Real.cos_sub]
      congr 1
      ring
    rw [lowerSheet, radius_polar hr]
    ext i
    fin_cases i
    · simp [vibronic, groundState, Matrix.mulVec, dotProduct, Fin.sum_univ_succ]
      linear_combination (-(k / 2 * r ^ 2 * Real.sin (φ / 2))) * hP + g * r * hA
    · simp [vibronic, groundState, Matrix.mulVec, dotProduct, Fin.sum_univ_succ]
      linear_combination (k / 2 * r ^ 2 * Real.cos (φ / 2)) * hP - g * r * hB

end

end JahnTellerEe
```

The error:

```
Main.lean:58:6: error: ring failed, ring expressions not equal
k g φ r : ℝ
hr : 0 ≤ r
hP : Real.sin φ ^ 2 + Real.cos φ ^ 2 = 1
hA : Real.sin φ * Real.cos (φ / 2) - Real.cos φ * Real.sin (φ / 2) = Real.sin (φ / 2)
hB : Real.cos φ * Real.cos (φ / 2) + Real.sin φ * Real.sin (φ / 2) = Real.cos (φ / 2)
⊢ r ^ 2 * Real.sin φ ^ 2 * k * 1 1 (Fin.succ 0) * Real.cos (φ / 2) * (1 / 2) +
          r ^ 2 * Real.sin φ ^ 2 * k * Real.cos (φ / 2) * (-1 / 2) +
        r ^ 2 * k * Real.cos φ ^ 2 * 1 1 (Fin.succ 0) * Real.cos (φ / 2) * (1 / 2) +
      r ^ 2 * k * Real.cos φ ^ 2 * Real.cos (φ / 2) * (-1 / 2) =
    0
```

Cause. The error is in the second component of the eigenvalue equation. The goal that `ring` could not close still contains `1 1 (Fin.succ 0)`, which is the identity matrix's entry in row 1, column `Fin.succ 0`. That column is column 1, so the entry is on the diagonal and equals 1, and with that value the four terms cancel. But `simp` had left the entry unevaluated, because its standard rule for diagonal entries looks for the same expression as row and column, and here one is written `1` and the other `Fin.succ 0`. `ring`, which does not evaluate matrix entries, treated the entry as an unknown number.

The form `Fin.succ 0` comes from `Fin.sum_univ_succ`, which expands a sum into its first term and a sum over successors. The repair uses `Fin.sum_univ_two` instead, which writes the two terms with indices 0 and 1, so the row and column of the diagonal entry are both written `1`. It also supplies `Matrix.one_apply`, which says explicitly that an entry of the identity matrix is 1 if its row and column are equal and 0 otherwise. `simp` now reduces the diagonal entry to 1, and the unchanged `linear_combination` line closes the goal.

After these edits no error is left:

```diff
@@ -55,5 +55,6 @@
     · simp [vibronic, groundState, Matrix.mulVec, dotProduct, Fin.sum_univ_succ]
       linear_combination (-(k / 2 * r ^ 2 * Real.sin (φ / 2))) * hP + g * r * hA
-    · simp [vibronic, groundState, Matrix.mulVec, dotProduct, Fin.sum_univ_succ]
+    · simp [vibronic, groundState, Matrix.mulVec, dotProduct, Fin.sum_univ_two,
+        Matrix.one_apply]
       linear_combination (k / 2 * r ^ 2 * Real.cos (φ / 2)) * hP - g * r * hB
 
```
